# The second time derivative of a finite-mode core-hole cumulant has the sine response as its imaginary part

The theorem `cumulant_second_derivative` concerns a core-hole cumulant in Landau form, C(t) = Σⱼ (aⱼ/wⱼ²)(e^(−iwⱼt) + iwⱼt − 1), built from finitely many undamped modes with real weights aⱼ and real, nonzero frequencies wⱼ. It states that at every real time t the first derivative of C is Σⱼ (aⱼ/wⱼ) i(1 − e^(−iwⱼt)) and the second is −Σⱼ aⱼe^(−iwⱼt), whose imaginary part is the response Σⱼ aⱼ sin(wⱼt). The attempt differentiates each sum term by term and matches the results to the closed forms by algebra, then gets the imaginary part from that of a single phase factor.

As first written in Lean, the proof fails:

```lean
import Mathlib

open Filter Topology

namespace CoreHoleSineFilter

noncomputable section

variable {ι : Type*} [Fintype ι]

/-- A finite sum of undamped sine modes with angular frequencies `w j` and weights `a j`. -/
def response (a w : ι → ℝ) (t : ℝ) : ℝ := ∑ j, a j * Real.sin (w j * t)

/-- The phase factor `exp (-i ν t)` of a mode of frequency `ν`. -/
def phase (ν t : ℝ) : ℂ := Complex.exp (-(Complex.I * ν) * t)

/-- The core-hole cumulant in Landau form, for nonzero mode frequencies `w j`. -/
def cumulant (a w : ι → ℝ) : ℝ → ℂ := fun t =>
  ∑ j, ((a j : ℂ) / (w j : ℂ) ^ 2) * (phase (w j) t + Complex.I * w j * t - 1)

/-- The closed form of the cumulant's rate of change, for nonzero mode frequencies `w j`. -/
def cumulantRate (a w : ι → ℝ) : ℝ → ℂ := fun t =>
  ∑ j, ((a j : ℂ) / (w j : ℂ)) * (Complex.I * (1 - phase (w j) t))

/-- For nonzero mode frequencies, the cumulant has the first and second time derivatives given here,
and the imaginary part of the second is `response a w t`. -/
theorem cumulant_second_derivative (a w : ι → ℝ) (hw : ∀ j, w j ≠ 0) (t : ℝ) :
    HasDerivAt (cumulant a w) (cumulantRate a w t) t ∧
    HasDerivAt (cumulantRate a w) (∑ j, -((a j : ℂ) * phase (w j) t)) t ∧
    (∑ j, -((a j : ℂ) * phase (w j) t)).im = response a w t := by
  have hlin : ∀ c : ℂ, HasDerivAt (fun s : ℝ => c * (s : ℂ)) c t := fun c =>
    ((hasDerivAt_id' t).ofReal_comp.const_mul c).congr_deriv (by simp)
  have hph : ∀ ν : ℝ, HasDerivAt (fun s : ℝ => phase ν s)
      (phase ν t * -(Complex.I * ν)) t := fun ν => (hlin (-(Complex.I * ν))).cexp
  have hw' : ∀ j, (w j : ℂ) ≠ 0 := fun j => Complex.ofReal_ne_zero.2 (hw j)
  refine ⟨?_, ?_, ?_⟩
  · simp only [cumulant, cumulantRate]
    apply HasDerivAt.fun_sum
    intro j _
    have hc : (a j : ℂ) / (w j : ℂ) ^ 2 * w j = a j / w j := by
      have := hw' j
      field_simp
    refine ((((hph (w j)).fun_add (hlin (Complex.I * w j))).sub_const 1).const_mul
      ((a j : ℂ) / (w j : ℂ) ^ 2)).congr_deriv ?_
    linear_combination (Complex.I * (1 - phase (w j) t)) * hc
  · simp only [cumulantRate]
    apply HasDerivAt.fun_sum
    intro j _
    have hc : (a j : ℂ) / w j * w j = a j := div_mul_cancel₀ _ (hw' j)
    refine ((((hph (w j)).const_sub 1).const_mul Complex.I).const_mul
      ((a j : ℂ) / w j)).congr_deriv ?_
    linear_combination ((a j : ℂ) / w j * w j * phase (w j) t) * Complex.I_sq
      - phase (w j) t * hc
  · have him : ∀ ν : ℝ, (phase ν t).im = -Real.sin (ν * t) := by
      intro ν
      have e : -(Complex.I * ν) * t = ((-(ν * t) : ℝ) : ℂ) * Complex.I := by
        push_cast
        ring
      rw [phase, e, Complex.exp_ofReal_mul_I_im, Real.sin_neg]
    rw [Complex.im_sum, response]
    refine Finset.sum_congr rfl fun j _ => ?_
    rw [Complex.neg_im, Complex.im_ofReal_mul, him]
    ring

end

end CoreHoleSineFilter
```

The compiler's answer:

```
Main.lean:46:4: error: `simp` made no progress
Main.lean:37:15: warning: This simp argument is unused:
  cumulant

Hint: Omit it from the simp argument list.
  [apply] simp only [cumulantRate]

Note: This linter can be disabled with `set_option linter.unusedSimpArgs false`
```

Diagnosis. The error is at the `simp only [cumulantRate]` that opens the second derivative's proof. `cumulantRate a w` is defined as a function of time, and the equation `simp` uses to unfold it expects the time argument too. In this goal `cumulantRate a w` stands unapplied inside `HasDerivAt`, so nothing matches and `simp` fails for want of progress. The repair uses `change` to restate the goal with the function written out as an explicit sum, which Lean accepts because the two are equal by definition. `HasDerivAt.fun_sum` then applies to that sum.

The warning has the same origin. In the first derivative's goal `cumulant a w` is also unapplied, so `simp` never uses `cumulant`. That call still succeeds because the claimed derivative, `cumulantRate a w t`, does carry its time argument and unfolds. Dropping `cumulant` from the list is mere tidying, which removes the warning.

After these edits no error is left:

```diff
@@ -35,5 +35,5 @@
   have hw' : ∀ j, (w j : ℂ) ≠ 0 := fun j => Complex.ofReal_ne_zero.2 (hw j)
   refine ⟨?_, ?_, ?_⟩
-  · simp only [cumulant, cumulantRate]
+  · simp only [cumulantRate]
     apply HasDerivAt.fun_sum
     intro j _
@@ -44,5 +44,6 @@
       ((a j : ℂ) / (w j : ℂ) ^ 2)).congr_deriv ?_
     linear_combination (Complex.I * (1 - phase (w j) t)) * hc
-  · simp only [cumulantRate]
+  · change HasDerivAt (fun s : ℝ =>
+      ∑ j, ((a j : ℂ) / (w j : ℂ)) * (Complex.I * (1 - phase (w j) s))) _ t
     apply HasDerivAt.fun_sum
     intro j _
```
